# Four unit vectors in a four-level system with neighbour overlaps 1/2, one of them with a free sign

The lemma gives all inner products of four explicit vectors in ℂ⁴, numbered 0 to 3, the last of which depends on a parameter `s` equal to 1 or −1. Each vector has norm 1, opposite corners of the square 0–1–2–3 are orthogonal, and neighbours have overlap 1/2, except the pair 2, 3, whose overlap is `s/2`. In mathematical terms, `loopGram s` is the Gram matrix of the four vectors for these two values of `s`. The attempt splits into the two values of `s` and the sixteen index pairs, and leaves each case to `simp` followed by `norm_num`.

This version doesn't compile in Lean 4 with Mathlib:

```lean
import Mathlib

open scoped InnerProductSpace ComplexConjugate

namespace BargmannCompleteness

noncomputable section

/-- Four states in a four-level system, with a parameter `s` in the last state. -/
def loopStates (s : ℂ) : Fin 4 → EuclideanSpace ℂ (Fin 4) :=
  ![!₂[1, 0, 0, 0], !₂[1/2, 1/2, 1/2, 1/2], !₂[0, 1, 0, 0], !₂[1/2, s/2, -s/2, -1/2]]

/-- A four-by-four table with parameter `s`: 1 on the diagonal, 0 for opposite corners of the square
0–1–2–3, and 1/2 for neighbours, except `s/2` for the pair 2, 3. -/
def loopGram (s : ℂ) : Matrix (Fin 4) (Fin 4) ℂ :=
  !![1, 1/2, 0, 1/2; 1/2, 1, 1/2, 0; 0, 1/2, 1, s/2; 1/2, 0, s/2, 1]

/-- For `s = 1` and `s = -1` the overlaps of the four states are those of the table. -/
lemma loopStates_overlap {s : ℂ} (hs : s = 1 ∨ s = -1) (i j : Fin 4) :
    ⟪loopStates s i, loopStates s j⟫_ℂ = loopGram s i j := by
  rcases hs with rfl | rfl <;> fin_cases i <;> fin_cases j <;>
    simp [loopStates, loopGram, PiLp.inner_apply, Fin.sum_univ_four] <;> norm_num

end

end BargmannCompleteness
```

Messages:

```
Main.lean:20:59: error: unsolved goals
case inl.«0».«0»
⊢ ‖!₂[1, 0, 0, 0]‖ = 1 ∨ ↑‖!₂[1, 0, 0, 0]‖ = -1

case inl.«1».«0»
⊢ (starRingEnd ℂ) 2 = 2

case inl.«1».«1»
⊢ ‖!₂[1 / 2, 1 / 2, 1 / 2, 1 / 2]‖ = 1 ∨ ↑‖!₂[1 / 2, 1 / 2, 1 / 2, 1 / 2]‖ = -1

case inl.«1».«2»
⊢ (starRingEnd ℂ) 2 = 2

case inl.«2».«2»
⊢ ‖!₂[0, 1, 0, 0]‖ = 1 ∨ ↑‖!₂[0, 1, 0, 0]‖ = -1

case inl.«3».«0»
⊢ (starRingEnd ℂ) 2 = 2

case inl.«3».«1»
⊢ 1 / 2 * ((starRingEnd ℂ) 2)⁻¹ + 1 / 2 * ((starRingEnd ℂ) 2)⁻¹ + 1 / 2 * (-1 / (starRingEnd ℂ) 2) +
      1 / 2 * (-1 / (starRingEnd ℂ) 2) =
    0

case inl.«3».«2»
⊢ (starRingEnd ℂ) 2 = 2

case inl.«3».«3»
⊢ ‖!₂[1 / 2, 1 / 2, -(1 / 2), -(1 / 2)]‖ = 1 ∨ ↑‖!₂[1 / 2, 1 / 2, -(1 / 2), -(1 / 2)]‖ = -1

case inr.«0».«0»
⊢ ‖!₂[1, 0, 0, 0]‖ = 1 ∨ ↑‖!₂[1, 0, 0, 0]‖ = -1

case inr.«1».«0»
⊢ (starRingEnd ℂ) 2 = 2

case inr.«1».«1»
⊢ ‖!₂[1 / 2, 1 / 2, 1 / 2, 1 / 2]‖ = 1 ∨ ↑‖!₂[1 / 2, 1 / 2, 1 / 2, 1 / 2]‖ = -1

case inr.«1».«2»
⊢ (starRingEnd ℂ) 2 = 2

case inr.«2».«2»
⊢ ‖!₂[0, 1, 0, 0]‖ = 1 ∨ ↑‖!₂[0, 1, 0, 0]‖ = -1

case inr.«3».«0»
⊢ (starRingEnd ℂ) 2 = 2

case inr.«3».«1»
⊢ 1 / 2 * ((starRingEnd ℂ) 2)⁻¹ + 1 / 2 * (-1 / (starRingEnd ℂ) 2) + 1 / 2 * ((starRingEnd ℂ) 2)⁻¹ +
      1 / 2 * (-1 / (starRingEnd ℂ) 2) =
    0

case inr.«3».«2»
⊢ -1 / (starRingEnd ℂ) 2 = -(1 / 2)

case inr.«3».«3»
⊢ ‖!₂[1 / 2, -(1 / 2), 1 / 2, -(1 / 2)]‖ = 1 ∨ ↑‖!₂[1 / 2, -(1 / 2), 1 / 2, -(1 / 2)]‖ = -1
```

What went wrong. The open goals are of two kinds. On the diagonal, `simp` turned the inner product of a vector with itself into a squared norm before `PiLp.inner_apply` could expand it. The equation "square equals 1" then became "the norm is 1 or −1", and the norm of the explicit vector was never computed. In the other goals the complex conjugate of 2, written `(starRingEnd ℂ) 2`, remains, and neither `simp` nor `norm_num` reduced it to 2 here.

The repair moves the expansion into components to a `simp only` before the case split. There `i` and `j` are still different variables, so the rule for a vector with itself cannot apply, and `RCLike.inner_apply` also turns the inner products of the components into ordinary products with a conjugate. The new fact `h2` says that 2 is its own conjugate, since it is real; given to `simp` and `norm_num`, it removes the remaining conjugates. The added comment has no effect on the proof.

The mended proof, as a diff:

```diff
@@ -19,6 +19,9 @@
 lemma loopStates_overlap {s : ℂ} (hs : s = 1 ∨ s = -1) (i j : Fin 4) :
     ⟪loopStates s i, loopStates s j⟫_ℂ = loopGram s i j := by
+  have h2 : conj (2 : ℂ) = 2 := Complex.conj_eq_iff_real.mpr ⟨2, by norm_num⟩
+  -- expand in components before looking at the individual pairs
+  simp only [PiLp.inner_apply, Fin.sum_univ_four, RCLike.inner_apply]
   rcases hs with rfl | rfl <;> fin_cases i <;> fin_cases j <;>
-    simp [loopStates, loopGram, PiLp.inner_apply, Fin.sum_univ_four] <;> norm_num
+    simp [loopStates, loopGram, h2] <;> norm_num [h2]
 
 end
```
